# The configuration-averaged pair energy of a shell equals $\bar U\,k(k-1)/2$

Take a shell of $d \ge 2$ spin orbitals, each holding at most one electron and called orbitals below, labelled $0, 1, \dots, d-1$, and a real symmetric matrix $W$ whose entry $W_{ij}$ is the interaction energy of an electron in orbital $i$ with an electron in orbital $j$. A configuration of $k$ electrons is a set $S$ of $k$ occupied orbitals, with energy

$$E(S) = \sum_{i<j,\ i,j \in S} W_{ij}.$$

Let $\bar E(k)$ be the average of $E(S)$ over all $\binom{d}{k}$ configurations, each with the same weight, and let

$$\bar U = \frac{1}{d(d-1)} \sum_{i \ne j} W_{ij}$$

be the mean interaction between distinct orbitals. Then for every $k$ with $0 \le k \le d$,

$$\bar E(k) = \bar U\,\frac{k(k-1)}{2}.$$

Two consequences follow. The second difference $\bar E(k+2) + \bar E(k) - 2\bar E(k+1)$ equals $\bar U$ for $0 \le k \le d-2$, and at each filling some configuration lies at or below $\bar U k(k-1)/2$ and some at or above it.

An expression of the form $U N(N-1)/2$, with one interaction parameter $U$ and shell occupation $N$, appears in atomic-limit double-counting terms of Hubbard corrections to density functionals; the result shows in what sense one number can stand for a whole interaction matrix, for an isolated shell with density-density interactions, fixed orbitals, integer filling and equally weighted configurations. Exchange between parallel spins, if included in $W$, is part of $\bar U$, so $\bar U$ need not equal the Hubbard $U$ of a calculation that treats exchange through a separate parameter.

## Derivation

Write $d = n + 2$ with $n \ge 0$. For $k = 0$ and $k = 1$ no configuration contains a pair, so every $E(S)$ vanishes, and so does $k(k-1)$. For the remaining fillings write $k = m + 2$ with $0 \le m \le n$.

**Step 1: counting.** Fix two distinct orbitals $i$ and $j$. A configuration of $m+2$ electrons that occupies both is determined by the placement of the other $m$ electrons in the other $n$ orbitals, and each such placement gives one configuration. There are $\binom{n}{m}$ of them, whichever pair was fixed.

**Step 2: exchange of sums.** Let $n_i(S)$ be $1$ if $i \in S$ and $0$ otherwise, and let $E_{\rm full} = \sum_{i<j} W_{ij}$ be the energy of the filled shell. Then $E(S) = \sum_{i<j} n_i(S)\,n_j(S)\,W_{ij}$ with the sum running over all pairs of the shell, and

$$\sum_{|S| = m+2} E(S) = \sum_{i<j} W_{ij} \sum_{|S| = m+2} n_i(S)\,n_j(S) = \binom{n}{m} E_{\rm full}.$$

**Step 3: symmetry.** Split the ordered pairs $i \ne j$ into those with $i<j$ and those with $j<i$. In the second group replace $W_{ij}$ by $W_{ji}$ and interchange the names of the two indices, which turns it into the first:

$$\sum_{i \ne j} W_{ij} = \sum_{i<j} W_{ij} + \sum_{j<i} W_{ji} = 2E_{\rm full}, \qquad \bar U = \frac{2E_{\rm full}}{(n+2)(n+1)}.$$

**Step 4: the binomial identity.** For natural numbers $a$ and $b$ one has $(a+1)\binom{a}{b} = (b+1)\binom{a+1}{b+1}$. Using it first with $a = n+1$, $b = m+1$ and then with $a = n$, $b = m$,

$$(m+2)(m+1)\binom{n+2}{m+2} = (m+1)(n+2)\binom{n+1}{m+1} = (n+2)(n+1)\binom{n}{m}.$$

Since $m \le n$, the number of configurations $\binom{n+2}{m+2}$ is positive, and

$$\bar E(m+2) = \frac{\binom{n}{m}}{\binom{n+2}{m+2}}\,E_{\rm full} = \frac{(m+2)(m+1)}{(n+2)(n+1)}\,E_{\rm full} = \bar U\,\frac{(m+2)(m+1)}{2}.$$

This is the claim with $k = m+2$. In the smallest shell, $d = 2$, the only case with a pair is $k = 2$, where $\bar E(2) = W_{01}$ and $\bar U = (W_{01} + W_{10})/2 = W_{01}$.

The second difference follows from

$$\frac{(k+2)(k+1)}{2} + \frac{k(k-1)}{2} - (k+1)k = 1,$$

provided all three fillings are at most $d$. For the last statement, a nonempty finite list of numbers cannot lie entirely above its mean or entirely below it.

## The formal development

### Definitions

The file works with two natural numbers: `d` for the definitions, which accept any shell size, and `n` for the theorems that need at least two orbitals and take the size to be `n + 2`.

```lean
import Mathlib

open Finset

namespace ShellPairAverage

noncomputable section

variable {d n : ℕ}
```

Orbitals are the elements $0, \dots, d-1$ of `Fin d`, the interaction is a real $d \times d$ matrix, and a configuration is a `Finset (Fin d)`. A set holds each element at most once, so each orbital carries at most one electron and the labels are best read as spin orbitals. The inner sum of `pairEnergy` keeps only the $j \in S$ with $i < j$, so each unordered pair is counted once, through the entry above the diagonal.

```lean
/-- Interaction energy of the configuration occupying the orbitals `S`: the sum of `W i j`
over the pairs `i < j` in `S`, each unordered pair counted once. -/
def pairEnergy (W : Matrix (Fin d) (Fin d) ℝ) (S : Finset (Fin d)) : ℝ :=
  ∑ i ∈ S, ∑ j ∈ S with i < j, W i j
```

The mean $\bar U$ runs over ordered pairs and therefore uses the entries on both sides of the diagonal. Diagonal entries $W_{ii}$ appear in neither definition and may take any value.

```lean
/-- Mean interaction `Ū`: the average of `W i j` over the `d (d - 1)` ordered pairs of
distinct orbitals. -/
def meanPair (W : Matrix (Fin d) (Fin d) ℝ) : ℝ :=
  (∑ i, ∑ j with j ≠ i, W i j) / ((d : ℝ) * ((d : ℝ) - 1))
```

The set `powersetCard k univ` consists of all $k$-element subsets of the shell, and $\bar E(k)$ is the sum of the energies divided by the number of these subsets.

```lean
/-- Average of the interaction energy over all configurations with `k` occupied orbitals. -/
def configAverage (W : Matrix (Fin d) (Fin d) ℝ) (k : ℕ) : ℝ :=
  (∑ S ∈ powersetCard k univ, pairEnergy W S) /
    ((powersetCard k (univ : Finset (Fin d))).card : ℝ)
```

The model has no one-electron energies, no hopping, and no interaction terms that connect different configurations, such as spin-flip or pair-hopping terms. The matrix $W$ is given and does not depend on $k$, so orbital relaxation and screening that changes with filling are absent. The weights are uniform, with no Boltzmann factor and no restriction to a fixed spin projection, and $k$ is a natural number, so fractional occupation is not treated.

### Counting configurations that contain a pair

Step 1 becomes `card_configs_containing_pair`. The set of remaining orbitals is `(univ.erase i).erase j`, and `hc` shows that it has $n$ elements. In `hb`, the lemma `card_bij'` equates two cardinalities given a map each way: one removes $i$ and $j$ from $S$, the other inserts them into a set $T$ of $m$ remaining orbitals. The four goals that follow say that removal yields an $m$-element subset of the remaining orbitals, that insertion yields an $(m+2)$-element set containing $i$ and $j$, and that the two maps undo each other in either order. The last line counts the $m$-element subsets of an $n$-element set with `card_powersetCard`.

```lean
/-- Among `n + 2` orbitals, the number of configurations of `m + 2` electrons that occupy
two given distinct orbitals is `C(n, m)`. -/
theorem card_configs_containing_pair {i j : Fin (n + 2)} (hij : i ≠ j) (m : ℕ) :
    ((powersetCard (m + 2) univ).filter
      (fun S : Finset (Fin (n + 2)) => i ∈ S ∧ j ∈ S)).card = n.choose m := by
  have hc : ((univ.erase i).erase j).card = n := by
    rw [card_erase_of_mem (mem_erase.2 ⟨hij.symm, mem_univ _⟩),
      card_erase_of_mem (mem_univ _)]
    simp only [card_univ, Fintype.card_fin]
    omega
  have hb : ((powersetCard (m + 2) univ).filter
      (fun S : Finset (Fin (n + 2)) => i ∈ S ∧ j ∈ S)).card =
      (powersetCard m ((univ.erase i).erase j)).card := by
    -- removing `i` and `j` leaves `m` electrons in the other `n` orbitals
    refine card_bij' (fun S _ => (S.erase i).erase j) (fun T _ => insert i (insert j T))
      ?_ ?_ ?_ ?_
    · intro S hS
      simp only [mem_filter, mem_powersetCard] at hS ⊢
      obtain ⟨⟨_, hcard⟩, hi, hj⟩ := hS
      refine ⟨erase_subset_erase _ (erase_subset_erase _ (subset_univ _)), ?_⟩
      rw [card_erase_of_mem (mem_erase.2 ⟨hij.symm, hj⟩), card_erase_of_mem hi]
      omega
    · intro T hT
      simp only [mem_filter, mem_powersetCard] at hT ⊢
      obtain ⟨hT, hcard⟩ := hT
      have hjT : j ∉ T := fun h => by simpa using hT h
      have hiT : i ∉ T := fun h => by simpa using hT h
      have hi' : i ∉ insert j T := by simp [hij, hiT]
      refine ⟨⟨subset_univ _, ?_⟩, by simp, by simp⟩
      rw [card_insert_of_notMem hi', card_insert_of_notMem hjT, hcard]
    · intro S hS
      obtain ⟨_, hi, hj⟩ := mem_filter.1 hS
      show insert i (insert j ((S.erase i).erase j)) = S
      rw [insert_erase (mem_erase.2 ⟨hij.symm, hj⟩), insert_erase hi]
    · intro T hT
      have hT' := (mem_powersetCard.1 hT).1
      have hjT : j ∉ T := fun h => by simpa using hT' h
      have hiT : i ∉ T := fun h => by simpa using hT' h
      have hi' : i ∉ insert j T := by simp [hij, hiT]
      show ((insert i (insert j T)).erase i).erase j = T
      rw [erase_insert hi', erase_insert hjT]
  rw [hb, card_powersetCard, hc]
```

No bound on $m$ is assumed. For $m > n$ both sides are zero.

### Summing over configurations

Step 2 is `sum_pairEnergy`. The auxiliary statement `h` writes $E(S)$ as a sum over all $i$ and $j$ of the shell, where the condition `i ∈ S ∧ j ∈ S` plays the part of the product $n_i(S)\,n_j(S)$. Two uses of `sum_comm` move the sum over configurations inside the sum over $i$ and then inside the sum over $j$. For $i<j$ the innermost sum adds the constant $W_{ij}$ once for each configuration containing the pair, and the previous theorem supplies the count. Symmetry of $W$ is not a hypothesis here.

```lean
/-- The interaction energies of all configurations of `m + 2` electrons in `n + 2` orbitals
add up to `C(n, m)` times the interaction energy of the full shell. -/
theorem sum_pairEnergy (W : Matrix (Fin (n + 2)) (Fin (n + 2)) ℝ) (m : ℕ) :
    ∑ S ∈ powersetCard (m + 2) univ, pairEnergy W S =
      (n.choose m : ℝ) * pairEnergy W univ := by
  -- write each energy as a sum over all pairs, weighted by occupation
  have h : ∀ S : Finset (Fin (n + 2)), pairEnergy W S =
      ∑ i, ∑ j, if i < j then (if i ∈ S ∧ j ∈ S then W i j else 0) else 0 := by
    intro S
    have e : ∀ f : Fin (n + 2) → ℝ, ∑ i ∈ S, f i = ∑ i, if i ∈ S then f i else 0 := by
      intro f
      rw [sum_ite_mem, univ_inter]
    unfold pairEnergy
    refine (e _).trans (sum_congr rfl fun i _ => ?_)
    by_cases hi : i ∈ S
    · rw [if_pos hi, sum_filter]
      refine (e _).trans (sum_congr rfl fun j _ => ?_)
      by_cases hj : j ∈ S <;> by_cases hij : i < j <;> simp [hi, hj, hij]
    · simp [hi]
  refine (sum_congr rfl fun S _ => h S).trans ?_
  -- exchange the sums and count the configurations that contain each pair
  rw [sum_comm]
  unfold pairEnergy
  rw [mul_sum]
  refine sum_congr rfl fun i _ => ?_
  rw [sum_comm, sum_filter, mul_sum]
  refine sum_congr rfl fun j _ => ?_
  by_cases hij : i < j
  · simp only [hij, if_true]
    rw [← sum_filter, sum_const, card_configs_containing_pair hij.ne, nsmul_eq_mul]
  · simp [hij]
```

### Symmetry and the trivial fillings

Step 3 is where `W.IsSymm` is used. The statement `h` splits each term of the ordered sum according to whether $i<j$, $i=j$ or $j<i$, and in the third case `hW.apply i j` exchanges $W_{ij}$ for $W_{ji}$. After the sums are distributed, the first half is $E_{\rm full}$, written `pairEnergy W univ`, and the closing `sum_comm` is the interchange of index names in the second half.

```lean
/-- For symmetric `W` the sum over ordered pairs of distinct orbitals is twice the
interaction energy of the full shell. -/
theorem sum_distinct_eq_two_mul {W : Matrix (Fin d) (Fin d) ℝ} (hW : W.IsSymm) :
    ∑ i, ∑ j with j ≠ i, W i j = 2 * pairEnergy W univ := by
  have h : ∀ i j : Fin d, (if j ≠ i then W i j else 0) =
      (if i < j then W i j else 0) + (if j < i then W j i else 0) := by
    intro i j
    rcases lt_trichotomy i j with h | h | h
    · simp [h, h.ne', lt_asymm h]
    · subst h
      simp
    · simp [h, h.ne, lt_asymm h, hW.apply i j]
  unfold pairEnergy
  simp only [sum_filter, h, sum_add_distrib]
  rw [two_mul, add_right_inj]
  exact sum_comm
```

If $S$ has at most one element, any $i$ and $j$ in $S$ are equal, which contradicts $i<j$. The sum has no terms and the energy is zero.

```lean
/-- A configuration with at most one electron has zero interaction energy. -/
theorem pairEnergy_of_card_le_one (W : Matrix (Fin d) (Fin d) ℝ) {S : Finset (Fin d)}
    (h : S.card ≤ 1) : pairEnergy W S = 0 :=
  sum_eq_zero fun i hi => sum_eq_zero fun j hj =>
    absurd (card_le_one.1 h i hi j (mem_filter.1 hj).1) (mem_filter.1 hj).2.ne
```

### The main theorem

In words, `configAverage_eq` says: for every $n$, every symmetric real matrix $W$ on $n+2$ orbitals and every natural number $k \le n+2$, the average $\bar E(k)$ equals $\bar U\,k(k-1)/2$, with $k$ converted to a real number before the subtraction.

The proof splits into $k = 0$, $k = 1$ and $k = m+2$. The first two cases use `small`, which states $\bar E(l) = 0$ for $l \le 1$. In the third, `key` is the one-step binomial identity, `h1` and `h2` are its two instances from Step 4, and `hid` combines them with the factors $m+1$ and $n+2$. The statements `hA` and `hD` say that the denominators $\binom{n+2}{m+2}$ and $d(d-1)$ are nonzero, and `hA` is where `hk` enters. After Steps 2 and 3 are substituted, `div_eq_div_iff` cross-multiplies, and what remains is `hid` multiplied through by $E_{\rm full}$.

```lean
/-- For a symmetric interaction on `n + 2` orbitals and `k ≤ n + 2`, the interaction energy
averaged over all `k`-electron configurations is `Ū k (k - 1) / 2`. -/
theorem configAverage_eq {W : Matrix (Fin (n + 2)) (Fin (n + 2)) ℝ} (hW : W.IsSymm)
    {k : ℕ} (hk : k ≤ n + 2) :
    configAverage W k = meanPair W * ((k : ℝ) * ((k : ℝ) - 1) / 2) := by
  have small : ∀ l ≤ 1, configAverage W l = 0 := by
    intro l hl
    rw [configAverage, sum_eq_zero, zero_div]
    intro S hS
    exact pairEnergy_of_card_le_one W ((mem_powersetCard.1 hS).2.trans_le hl)
  obtain rfl | rfl | ⟨m, rfl⟩ : k = 0 ∨ k = 1 ∨ ∃ m, k = m + 2 := by
    by_cases h : 2 ≤ k
    · exact Or.inr (Or.inr ⟨k - 2, by omega⟩)
    · omega
  · rw [small 0 (by norm_num)]
    simp
  · rw [small 1 le_rfl]
    simp
  · have key : ∀ a b : ℕ, (a + 1) * a.choose b = (a + 1).choose (b + 1) * (b + 1) := by
      intro a b
      exact Nat.add_one_mul_choose_eq a b
    have h1 : ((n : ℝ) + 2) * ((n + 1).choose (m + 1) : ℝ) =
        ((n + 2).choose (m + 2) : ℝ) * ((m : ℝ) + 2) := by exact_mod_cast key (n + 1) (m + 1)
    have h2 : ((n : ℝ) + 1) * (n.choose m : ℝ) =
        ((n + 1).choose (m + 1) : ℝ) * ((m : ℝ) + 1) := by exact_mod_cast key n m
    -- C(d, k) k (k - 1) = d (d - 1) C(d - 2, k - 2)
    have hid : ((n + 2).choose (m + 2) : ℝ) * (((m : ℝ) + 2) * ((m : ℝ) + 1)) =
        ((n : ℝ) + 2) * ((n : ℝ) + 1) * (n.choose m : ℝ) := by
      linear_combination (-((m : ℝ) + 1)) * h1 - ((n : ℝ) + 2) * h2
    have hA : ((n + 2).choose (m + 2) : ℝ) ≠ 0 := by
      exact_mod_cast (Nat.choose_pos hk).ne'
    have hn : (0 : ℝ) ≤ n := Nat.cast_nonneg n
    have hD : ((n : ℝ) + 2) * ((n : ℝ) + 2 - 1) ≠ 0 :=
      mul_ne_zero (by linarith : (0 : ℝ) < n + 2).ne' (by linarith : (0 : ℝ) < n + 2 - 1).ne'
    rw [configAverage, meanPair, sum_pairEnergy, sum_distinct_eq_two_mul hW,
      card_powersetCard, card_univ, Fintype.card_fin]
    push_cast
    rw [div_mul_eq_mul_div, div_eq_div_iff hA hD]
    linear_combination (-pairEnergy W univ) * hid
```

For $k > d$ there are no configurations, Lean's division by zero makes `configAverage W k` equal to $0$, and the formula would then fail whenever $\bar U \ne 0$; the hypothesis `hk` excludes this range.

### Second difference and bracketing configurations

With $N = k+1$, the left side of `second_difference` reads $\bar E(N+1) + \bar E(N-1) - 2\bar E(N)$, the change in interaction energy when one electron moves between two identical shells that each hold $N$ electrons and do not interact with each other, evaluated with averaged energies. It equals $\bar U$ at every filling $1 \le N \le d-1$. The theorem assumes that $W$ is symmetric, and the bound $k \le n$ keeps $k+2$ within the shell. The proof applies the main theorem three times, and `ring` checks the polynomial identity given above.

```lean
/-- The second difference of the configuration-averaged energy in the electron number,
`Ē(k + 2) + Ē(k) - 2 Ē(k + 1)`, equals `Ū` for every `k ≤ n`. -/
theorem second_difference {W : Matrix (Fin (n + 2)) (Fin (n + 2)) ℝ} (hW : W.IsSymm)
    {k : ℕ} (hk : k ≤ n) :
    configAverage W (k + 2) + configAverage W k - 2 * configAverage W (k + 1) =
      meanPair W := by
  rw [configAverage_eq hW (k := k + 2) (by omega), configAverage_eq hW (k := k) (by omega),
    configAverage_eq hW (k := k + 1) (by omega)]
  push_cast
  ring
```

For symmetric $W$ and $k \le n+2$, the theorem `exists_le_and_ge` gives two $k$-element sets, one with $E(S) \le \bar U k(k-1)/2$ and one with $E(S) \ge \bar U k(k-1)/2$. In `hsum` the sum of the energies is written as the sum of the constant $\bar U k(k-1)/2$ over the same nonempty set of configurations, and `exists_le_of_sum_le` is applied once in each direction. The inequalities are not strict, the two sets may coincide, and the theorem gives no bound on how far individual energies spread around the mean.

```lean
/-- Some `k`-electron configuration has energy at most `Ū k (k - 1) / 2`, and some has
energy at least that value. -/
theorem exists_le_and_ge {W : Matrix (Fin (n + 2)) (Fin (n + 2)) ℝ} (hW : W.IsSymm)
    {k : ℕ} (hk : k ≤ n + 2) :
    (∃ S, S.card = k ∧ pairEnergy W S ≤ meanPair W * ((k : ℝ) * ((k : ℝ) - 1) / 2)) ∧
    (∃ S, S.card = k ∧ meanPair W * ((k : ℝ) * ((k : ℝ) - 1) / 2) ≤ pairEnergy W S) := by
  have hpos : 0 < (powersetCard k (univ : Finset (Fin (n + 2)))).card := by
    rw [card_powersetCard, card_univ, Fintype.card_fin]
    exact Nat.choose_pos hk
  have h := configAverage_eq hW hk
  rw [configAverage, div_eq_iff (Nat.cast_ne_zero.2 hpos.ne')] at h
  have hsum : ∑ S ∈ powersetCard k univ, pairEnergy W S =
      ∑ _S ∈ powersetCard k (univ : Finset (Fin (n + 2))),
        meanPair W * ((k : ℝ) * ((k : ℝ) - 1) / 2) := by
    rw [sum_const, nsmul_eq_mul, h]
    ring
  obtain ⟨S, hS, hle⟩ := exists_le_of_sum_le (card_pos.1 hpos) hsum.le
  obtain ⟨T, hT, hge⟩ := exists_le_of_sum_le (card_pos.1 hpos) hsum.ge
  exact ⟨⟨S, (mem_powersetCard.1 hS).2, hle⟩, ⟨T, (mem_powersetCard.1 hT).2, hge⟩⟩
```

### What fails without symmetry

Take $d = 2$ with $W_{01} = 1$ and $W_{00} = W_{10} = W_{11} = 0$. The only two-electron configuration is $\{0, 1\}$, which is what `h` establishes by `decide`, and its energy is $W_{01} = 1$. The mean over ordered pairs is $\bar U = (1 + 0)/2 = 1/2$, so $\bar U \cdot 2(2-1)/2 = 1/2$. The two sides differ because $E$ reads only the upper triangle of $W$ while $\bar U$ reads both, and Step 3 is the step that breaks.

```lean
/-- For the non-symmetric matrix with `W 0 1 = 1` and all other entries zero, the
two-electron average is `1` while `Ū · 2 (2 - 1) / 2` is `1 / 2`. -/
theorem nonsymmetric_counterexample :
    configAverage !![(0 : ℝ), 1; 0, 0] 2 = 1 ∧
      meanPair !![(0 : ℝ), 1; 0, 0] * (2 * (2 - 1) / 2) = 1 / 2 := by
  have h : powersetCard 2 (univ : Finset (Fin 2)) = {univ} := by decide
  constructor
  · rw [configAverage, h, sum_singleton, card_singleton, pairEnergy]
    simp only [sum_filter, Fin.sum_univ_two]
    simp
  · rw [meanPair]
    simp only [sum_filter, Fin.sum_univ_two]
    norm_num

end

end ShellPairAverage
```

```lean
#print axioms ShellPairAverage.configAverage_eq
#print axioms ShellPairAverage.second_difference
#print axioms ShellPairAverage.exists_le_and_ge
#print axioms ShellPairAverage.nonsymmetric_counterexample
```

```
'ShellPairAverage.configAverage_eq' depends on axioms: [propext, Classical.choice, Quot.sound]
'ShellPairAverage.second_difference' depends on axioms: [propext, Classical.choice, Quot.sound]
'ShellPairAverage.exists_le_and_ge' depends on axioms: [propext, Classical.choice, Quot.sound]
'ShellPairAverage.nonsymmetric_counterexample' depends on axioms: [propext, Classical.choice, Quot.sound]
```

### A different definition of the energy

The energy could instead have been defined over ordered pairs,

$$E'(S) = \tfrac12 \sum_{i \ne j,\ i,j \in S} W_{ij}.$$

For symmetric $W$ this agrees with $E(S)$. For general $W$ it equals the energy $E(S)$ computed from the symmetric part $(W + W^{\mathsf T})/2$, which has the same $\bar U$ as $W$, so the formula would hold for every real matrix and the symmetry hypothesis would disappear. In the example above $E'(\{0,1\}) = 1/2$, in agreement with the right side. The definition $E'$ also makes no use of the order of the labels, whereas `pairEnergy` changes under relabelling when $W$ is not symmetric: swapping the two orbitals of the example turns the energy $1$ into $0$. These statements about $E'$ are argued on paper only, since the Lean file does not define it. With the definition through $i<j$ the energy is literally a sum with one term per pair of electrons, and the symmetry of a pair interaction appears as a stated hypothesis.
